# The valence sum rule fixes the valence of a bridge bond from the atoms on its cation side

In a finite network where every bond joins a cation to an anion, suppose that real bond valences obey the valence sum rule: at each atom they add up to a prescribed value, `V i` for cation `i` and `W j` for anion `j`. Let `e` be a bridge, a bond without which its anion end cannot be reached from its cation end. The theorem `bridge_valence` says that the valence `s e` is the sum of `V` minus the sum of `W` over the atoms still reachable from the cation end when `e` is left out. The proof turns both sums over atoms into sums over bonds, and shows that the bonds counted by the cation sum are those counted by the anion sum together with `e`. Splitting off the term for `e` should then leave `s e` alone.

In Lean, a first try:

```lean
import Mathlib

open scoped Classical

noncomputable section

namespace BridgeBondValence

/-- A bond graph: every bond in `E` joins one cation in `C` to one anion in `A`;
several bonds may join the same pair. -/
structure BondGraph (C A E : Type*) where
  /-- The cation end of a bond. -/
  cat : E → C
  /-- The anion end of a bond. -/
  an : E → A

variable {C A E : Type*}

/-- The atoms that can be reached from the cation end of bond `e` along bonds other than `e`. -/
inductive CationSide (G : BondGraph C A E) (e : E) : C ⊕ A → Prop
  | start : CationSide G e (Sum.inl (G.cat e))
  | toAnion (b : E) (hb : b ≠ e) (h : CationSide G e (Sum.inl (G.cat b))) :
      CationSide G e (Sum.inr (G.an b))
  | toCation (b : E) (hb : b ≠ e) (h : CationSide G e (Sum.inr (G.an b))) :
      CationSide G e (Sum.inl (G.cat b))

/-- Bond `e` is a bridge: without it, its anion end cannot be reached from its cation end. -/
def IsBridge (G : BondGraph C A E) (e : E) : Prop :=
  ¬ CationSide G e (Sum.inr (G.an e))

variable [Fintype E]

/-- The valence sum rule: the bond valences at each cation `i` add up to `V i`,
and those at each anion `j` add up to `W j`. -/
def ValenceSum (G : BondGraph C A E) (V : C → ℝ) (W : A → ℝ) (s : E → ℝ) : Prop :=
  (∀ i, ∑ b with G.cat b = i, s b = V i) ∧ (∀ j, ∑ b with G.an b = j, s b = W j)

/-- Adding up bond valences atom by atom over a set of atoms counts each bond that ends
in the set once. -/
theorem sum_over_atoms {X : Type*} [Fintype X] (f : E → X) (P : X → Prop) (s : E → ℝ) :
    ∑ x with P x, ∑ b with f b = x, s b = ∑ b with P (f b), s b := by
  have h : ∀ x, ∑ b with f b = x, s b = ∑ b, if f b = x then s b else 0 :=
    fun x => Finset.sum_filter _ _
  rw [Finset.sum_congr rfl (fun x _ => h x), Finset.sum_comm, Finset.sum_filter]
  refine Finset.sum_congr rfl fun b _ => ?_
  rw [Finset.sum_ite_eq]
  simp

/-- Bridge bonds are fixed by the valence sum rule: the valence of a bridge is the total cation
valence minus the total anion valence on its cation side. -/
theorem bridge_valence [Fintype C] [Fintype A] {G : BondGraph C A E} {V : C → ℝ} {W : A → ℝ}
    {s : E → ℝ} {e : E} (hs : ValenceSum G V W s) (he : IsBridge G e) :
    s e = ∑ i with CationSide G e (Sum.inl i), V i
      - ∑ j with CationSide G e (Sum.inr j), W j := by
  have hV : ∑ i with CationSide G e (Sum.inl i), V i
      = ∑ b with CationSide G e (Sum.inl (G.cat b)), s b := by
    rw [← sum_over_atoms G.cat (fun i => CationSide G e (Sum.inl i)) s]
    exact Finset.sum_congr rfl fun i _ => (hs.1 i).symm
  have hW : ∑ j with CationSide G e (Sum.inr j), W j
      = ∑ b with CationSide G e (Sum.inr (G.an b)), s b := by
    rw [← sum_over_atoms G.an (fun j => CationSide G e (Sum.inr j)) s]
    exact Finset.sum_congr rfl fun j _ => (hs.2 j).symm
  -- every bond other than `e` has both ends on the cation side or neither
  have hcut : (Finset.univ.filter fun b => CationSide G e (Sum.inl (G.cat b)))
      = insert e (Finset.univ.filter fun b => CationSide G e (Sum.inr (G.an b))) := by
    ext b
    by_cases hb : b = e
    · simp [hb, CationSide.start]
    · simp only [Finset.mem_filter, Finset.mem_univ, true_and, Finset.mem_insert, hb, false_or]
      exact ⟨CationSide.toAnion b hb, CationSide.toCation b hb⟩
  rw [hV, hW, hcut, Finset.sum_insert (fun h => he (Finset.mem_filter.1 h).2)]
  ring

end BridgeBondValence
```

The compiler's answer:

```
Main.lean:71:20: error: Tactic `rewrite` failed: Did not find an occurrence of the pattern
  ∑ x ∈ insert (Sum.inr (G.an e)) (Finset.filter (CationSide G e) ?m.254), ?m.242 x
in the target expression
  s e = ∑ b ∈ insert e {b | CationSide G e (Sum.inr (G.an b))}, s b - ∑ b with CationSide G e (Sum.inr (G.an b)), s b

C : Type u_1
A : Type u_2
E : Type u_3
inst✝² : Fintype E
inst✝¹ : Fintype C
inst✝ : Fintype A
G : BondGraph C A E
V : C → ℝ
W : A → ℝ
s : E → ℝ
e : E
hs : ValenceSum G V W s
he : IsBridge G e
hV : ∑ i with CationSide G e (Sum.inl i), V i = ∑ b with CationSide G e (Sum.inl (G.cat b)), s b
hW : ∑ j with CationSide G e (Sum.inr j), W j = ∑ b with CationSide G e (Sum.inr (G.an b)), s b
hcut : {b | CationSide G e (Sum.inl (G.cat b))} = insert e {b | CationSide G e (Sum.inr (G.an b))}
⊢ s e = ∑ b ∈ insert e {b | CationSide G e (Sum.inr (G.an b))}, s b - ∑ b with CationSide G e (Sum.inr (G.an b)), s b
```

Cause. The rewrite that fails is the one with `Finset.sum_insert`, which splits the inserted element's term off a sum. It needs a proof that this element is not already in the set, and here that proof was an inline function whose element and set Lean had to infer before looking for the sum in the goal.

The function applies `he` to the second part of a filter membership, a statement of the form "the predicate holds of the element". What `he` expects is `CationSide G e (Sum.inr (G.an e))`. Lean matched the two by taking `CationSide G e` as the predicate and the atom `Sum.inr (G.an e)` as the element. The pattern in the message is therefore a sum over a set of atoms, while the goal has a sum over bonds with `e` inserted, so nothing matches.

The repair states the non-membership first, as `hmem`, naming the bond `e` and the filtered set of bonds. The argument from `he` is unchanged, but `Finset.sum_insert hmem` now has the right element and set, and its pattern matches the goal.

The repair, with which the file compiles:

```diff
@@ -69,5 +69,8 @@
     · simp only [Finset.mem_filter, Finset.mem_univ, true_and, Finset.mem_insert, hb, false_or]
       exact ⟨CationSide.toAnion b hb, CationSide.toCation b hb⟩
-  rw [hV, hW, hcut, Finset.sum_insert (fun h => he (Finset.mem_filter.1 h).2)]
+  have hmem : e ∉ (Finset.univ.filter fun b => CationSide G e (Sum.inr (G.an b))) := by
+    intro h
+    exact he (Finset.mem_filter.1 h).2
+  rw [hV, hW, hcut, Finset.sum_insert hmem]
   ring
 
```
